# Quaternion matrices $A+B\mathrm j$ embed as the complex block matrices with $MJ=J\bar M$

Time reversal is an antilinear operator, and here it is represented by a fixed matrix composed with complex conjugation in a finite basis of Kramers pairs. Let $n$ be the set of pair labels, and also its size. A coefficient vector $v=(x,y)$ has $x\in\mathbb C^n$ on the unbarred functions and $y\in\mathbb C^n$ on their partners, an overbar is entrywise complex conjugation, and
$$\Theta v=J\bar v=(\bar y,-\bar x),\qquad J=\begin{pmatrix}0&1\\-1&0\end{pmatrix},$$
with $n\times n$ blocks. This $J$ is postulated and not derived from the Dirac operator: it stands for the reversal of a spin-$\tfrac12$ particle, for which $\Theta^2=J^2=-1$. The result identifies the complex $2n\times2n$ matrices commuting with $\Theta$ with the quaternion $n\times n$ matrices, compatibly with sums, real multiples, products and adjoints. It bears on relativistic electronic structure, where a time-reversal-symmetric one-electron matrix, such as the Fock matrix built from fully occupied Kramers pairs without an external magnetic field, can be stored and multiplied as a quaternion matrix, provided the basis is finite and paired as above.

Upright $\mathrm i,\mathrm j,\mathrm k$ are quaternion units, with $\mathrm i\mathrm j=\mathrm k$; italic $i,k$ are pair labels.

```lean
import Mathlib

open Matrix Quaternion ComplexConjugate

namespace QuaternionKramersMatrices

noncomputable section

variable {n : Type*}
```

## The unit $\mathrm j$ stands to the right

A quaternion $q=q_0+q_1\mathrm i+q_2\mathrm j+q_3\mathrm k$ is split as $q=a+b\,\mathrm j$ with $a=q_0+q_1\mathrm i$ and $b=q_2+q_3\mathrm i$, because $(q_2+q_3\mathrm i)\mathrm j=q_2\mathrm j+q_3\mathrm k$. The complex numbers are thus the span of $1$ and $\mathrm i$. In Lean, `qj` is $\mathrm j$, and `zPart` and `wPart` are the maps $q\mapsto a$ and $q\mapsto b$, declared linear over $\mathbb R$.

```lean
/-- The quaternion unit `j`. -/
def qj : ℍ[ℝ] := ⟨0, 0, 1, 0⟩

/-- The complex number `a = q₀ + q₁ i` in `q = a + b j`. -/
def zPart : ℍ[ℝ] →ₗ[ℝ] ℂ where
  toFun q := ⟨q.re, q.imI⟩
  map_add' p q := by apply Complex.ext <;> simp
  map_smul' r q := by apply Complex.ext <;> simp

/-- The complex number `b = q₂ + q₃ i` in `q = a + b j`. -/
def wPart : ℍ[ℝ] →ₗ[ℝ] ℂ where
  toFun q := ⟨q.imJ, q.imK⟩
  map_add' p q := by apply Complex.ext <;> simp
  map_smul' r q := by apply Complex.ext <;> simp
```

The matrix `quatMat A B` has entries $A_{ik}+B_{ik}\mathrm j$, formed with the quaternion product. In the other direction, `blockA` and `blockB` extract the complex parts of a quaternion matrix $Q$ entry by entry.

```lean
/-- The quaternion matrix `A + B j` built from two complex matrices. -/
def quatMat (A B : Matrix n n ℂ) : Matrix n n ℍ[ℝ] :=
  Matrix.of fun i k => Quaternion.coeComplex (A i k) + Quaternion.coeComplex (B i k) * qj

/-- The complex matrix of the entrywise parts `a` of a quaternion matrix. -/
def blockA (Q : Matrix n n ℍ[ℝ]) : Matrix n n ℂ := Q.map zPart

/-- The complex matrix of the entrywise parts `b` of a quaternion matrix. -/
def blockB (Q : Matrix n n ℍ[ℝ]) : Matrix n n ℂ := Q.map wPart
```

The definition `bar` is the overbar, `Jmat n` is $J$, and `chi` is
$$\chi(A+B\mathrm j)=\begin{pmatrix}A&B\\-\bar B&\bar A\end{pmatrix}.$$
Rows and columns are indexed by `n ⊕ n`, where `Sum.inl i` is the unbarred function $i$ and `Sum.inr i` its partner.

```lean
/-- Entrywise complex conjugate of a matrix. -/
def bar {m : Type*} (M : Matrix m m ℂ) : Matrix m m ℂ := M.map conj

/-- The block matrix `[[A, B], [-conj B, conj A]]` of a quaternion matrix with parts `A, B`. -/
def chi (Q : Matrix n n ℍ[ℝ]) : Matrix (n ⊕ n) (n ⊕ n) ℂ :=
  fromBlocks (blockA Q) (blockB Q) (-bar (blockB Q)) (bar (blockA Q))

/-- The block matrix `J = [[0, 1], [-1, 0]]`. -/
def Jmat (n : Type*) [DecidableEq n] : Matrix (n ⊕ n) (n ⊕ n) ℂ := fromBlocks 0 1 (-1) 0
```

The side on which $\mathrm j$ stands matters because $\mathrm j\mathrm i=-\mathrm i\mathrm j$, so that $\mathrm jz=\bar z\,\mathrm j$ for complex $z$. With the splitting $a+\mathrm jb$, the coefficient $b$ would be replaced by $\bar b$, and the bars in the off-diagonal blocks of $\chi$ would change places. The proof fixes the convention in `decomposition`, which says that building $A+B\mathrm j$ and extracting the parts are inverse operations, so that every $Q$ has exactly one such form. It inserts the four components of `qj` and compares two real components for a complex entry and four for a quaternion entry.

```lean
/-- The parts of `A + B j` are `A` and `B`, and every quaternion matrix is `A + B j` with
`A, B` its parts. -/
theorem decomposition :
    (∀ A B : Matrix n n ℂ, blockA (quatMat A B) = A) ∧
    (∀ A B : Matrix n n ℂ, blockB (quatMat A B) = B) ∧
    (∀ Q : Matrix n n ℍ[ℝ], quatMat (blockA Q) (blockB Q) = Q) := by
  -- components of `j`
  have j1 : qj.re = 0 := rfl
  have j2 : qj.imI = 0 := rfl
  have j3 : qj.imJ = 1 := rfl
  have j4 : qj.imK = 0 := rfl
  refine ⟨fun A B => ?_, fun A B => ?_, fun Q => ?_⟩
  · refine Matrix.ext fun i k => ?_
    apply Complex.ext <;> simp [blockA, quatMat, zPart, j1, j2, j3, j4]
  · refine Matrix.ext fun i k => ?_
    apply Complex.ext <;> simp [blockB, quatMat, wPart, j1, j2, j3, j4]
  · refine Matrix.ext fun i k => ?_
    apply Quaternion.ext <;>
      simp [blockA, blockB, quatMat, zPart, wPart, j1, j2, j3, j4]
```

## Finitely many Kramers pairs

Finiteness of $n$ is the truncation to a finite basis. It enters through the matrix product. For scalars, $\mathrm jz=\bar z\,\mathrm j$ and $\mathrm j^2=-1$ give
$$(a+b\mathrm j)(c+d\mathrm j)=ac+ad\,\mathrm j+b\bar c\,\mathrm j+b\bar d\,\mathrm j^2=(ac-b\bar d)+(ad+b\bar c)\,\mathrm j .$$
Summing this over the inner label, for complex matrices $A,B,C,D$, yields
$$(A+B\mathrm j)(C+D\mathrm j)=(AC-B\bar D)+(AD+B\bar C)\,\mathrm j .$$
In `blocks_mul` the scalar rule is `hz` and `hw`, checked on real components. The step `map_sum` moves `zPart` and `wPart` through the finite sum over the inner label, using their additivity.

```lean
/-- Product rule: `(A + B j)(C + D j) = (A C - B conj D) + (A D + B conj C) j`. -/
theorem blocks_mul [Fintype n] (P Q : Matrix n n ℍ[ℝ]) :
    blockA (P * Q) = blockA P * blockA Q - blockB P * bar (blockB Q) ∧
    blockB (P * Q) = blockA P * blockB Q + blockB P * bar (blockA Q) := by
  -- scalar rule, from `j z = conj z j` and `j² = -1`
  have hz : ∀ p q, zPart (p * q) = zPart p * zPart q - wPart p * conj (wPart q) := by
    intro p q
    apply Complex.ext <;> simp [zPart, wPart] <;> ring
  have hw : ∀ p q, wPart (p * q) = zPart p * wPart q + wPart p * conj (zPart q) := by
    intro p q
    apply Complex.ext <;> simp [zPart, wPart] <;> ring
  constructor
  · ext i k
    simp [blockA, blockB, bar, Matrix.mul_apply, map_sum, hz, Finset.sum_sub_distrib]
  · ext i k
    simp [blockA, blockB, bar, Matrix.mul_apply, map_sum, hw, Finset.sum_add_distrib]
```

The adjoint involves no sum, and `blocks_conjTranspose` holds for any index type, as do `decomposition` and the Hermiticity criterion below. Quaternion conjugation reverses the signs of $q_1,q_2,q_3$, so $(a+b\mathrm j)^*=\bar a-b\,\mathrm j$. The conjugate transpose, written $\dagger$ here and `ᴴ` in Lean, has entries $(Q^\dagger)_{ik}=\bar A_{ki}-B_{ki}\mathrm j$, that is
$$(A+B\mathrm j)^\dagger=A^\dagger-B^{T}\mathrm j .$$

```lean
/-- Adjoint rule: `(A + B j)ᴴ = Aᴴ - Bᵀ j`. -/
theorem blocks_conjTranspose (Q : Matrix n n ℍ[ℝ]) :
    blockA Qᴴ = (blockA Q)ᴴ ∧ blockB Qᴴ = -(blockB Q)ᵀ := by
  have hz : ∀ q, zPart (star q) = conj (zPart q) := by
    intro q
    apply Complex.ext <;> simp [zPart]
  have hw : ∀ q, wPart (star q) = -wPart q := by
    intro q
    apply Complex.ext <;> simp [wPart]
  constructor
  · ext i k
    simp [blockA, conjTranspose_apply, hz]
  · ext i k
    simp [blockB, conjTranspose_apply, hw]
```

Block multiplication gives
$$\begin{pmatrix}A&B\\-\bar B&\bar A\end{pmatrix}\begin{pmatrix}C&D\\-\bar D&\bar C\end{pmatrix}=\begin{pmatrix}AC-B\bar D&AD+B\bar C\\-\bar BC-\bar A\bar D&\bar A\bar C-\bar BD\end{pmatrix}.$$
The upper row holds the two parts of the quaternion product. The lower left block is $-\overline{(AD+B\bar C)}$ and the lower right block is $\overline{(AC-B\bar D)}$, so the result is $\chi$ of the product. In `chi_mul`, the facts `hm`, `ha`, `hs` and `hb` push the overbar through products, sums and differences and cancel a double bar. The four block equations are then closed by `rfl` or by `noncomm_ring`, which rearranges signs and terms without exchanging matrix factors.

```lean
/-- The block matrix of a product of quaternion matrices is the product of the block matrices. -/
theorem chi_mul [Fintype n] (P Q : Matrix n n ℍ[ℝ]) : chi (P * Q) = chi P * chi Q := by
  have hm : ∀ X Y : Matrix n n ℂ, bar (X * Y) = bar X * bar Y := by
    intro X Y; ext i k; simp [bar, Matrix.mul_apply]
  have ha : ∀ X Y : Matrix n n ℂ, bar (X + Y) = bar X + bar Y := by
    intro X Y; ext i k; simp [bar]
  have hs : ∀ X Y : Matrix n n ℂ, bar (X - Y) = bar X - bar Y := by
    intro X Y; ext i k; simp [bar]
  have hb : ∀ X : Matrix n n ℂ, bar (bar X) = X := by
    intro X; ext i k; simp [bar]
  simp only [chi, fromBlocks_multiply, (blocks_mul P Q).1, (blocks_mul P Q).2, hm, ha, hs, hb]
  rw [fromBlocks_inj]
  refine ⟨?_, ?_, ?_, ?_⟩ <;> first | with_reducible rfl | noncomm_ring
```

For infinite $n$ the entries of a product are infinite series that need not converge, so operators on the full Hilbert space, the unbounded Dirac operator among them, are not covered. At the other end $n$ may be empty, where every matrix space is a single point.

## Real scalars only

A real combination of time-reversal-symmetric operators is again symmetric, whereas a factor $\mathrm i$ changes sign on passing through $\Theta$. For real $r$ the parts of $rQ$ are $rA$ and $rB$, and $\overline{rA}=r\bar A$, so $\chi(rQ)=r\chi(Q)$. Additivity holds block by block, and $Q=1$ has $A=1$, $B=0$, so $\chi(1)=1$. The definition `complexRep` packages these facts: its type `→ₐ[ℝ]` is a unital homomorphism of real algebras, `map_smul'` is checked for a real `r` in each of the four blocks, `h1` and `h2` give the parts of $1$, and `chi_mul` supplies multiplicativity.

```lean
/-- The block map `A + B j ↦ [[A, B], [-conj B, conj A]]` as a homomorphism of real algebras. -/
def complexRep (n : Type*) [Fintype n] [DecidableEq n] :
    Matrix n n ℍ[ℝ] →ₐ[ℝ] Matrix (n ⊕ n) (n ⊕ n) ℂ :=
  AlgHom.ofLinearMap
    { toFun := chi
      map_add' := fun P Q => by
        ext (i | i) (k | k) <;> simp [chi, blockA, blockB, bar] <;> ring
      map_smul' := fun r Q => by
        ext (i | i) (k | k) <;> simp [chi, blockA, blockB, bar] }
    (by
      have h1 : zPart 1 = 1 := by apply Complex.ext <;> simp [zPart]
      have h2 : wPart 1 = 0 := by apply Complex.ext <;> simp [wPart]
      change chi (1 : Matrix n n ℍ[ℝ]) = 1
      ext (i | i) (k | k) <;> by_cases h : i = k <;>
        simp [chi, blockA, blockB, bar, Matrix.one_apply, h, h1, h2])
    chi_mul
```

Complex linearity fails for nonempty $n$. The quaternion matrix $\mathrm i\,1$ has $A=\mathrm i\,1$ and $B=0$, so $\chi(\mathrm i\,1)=\mathrm{diag}(\mathrm i\,1,-\mathrm i\,1)$, which differs from $\mathrm i\,\chi(1)$.

## Commutation with time reversal

A complex $2n\times2n$ matrix $M$ commutes with $\Theta$ when $MJ\bar v=J\,\overline{Mv}=J\bar M\bar v$ for all $v$, which is $MJ=J\bar M$. Replacing $J$ by $-J$, the opposite phase convention for the partner functions, leaves this condition unchanged. Physically it excludes terms that are odd under time reversal, such as the coupling linear in an external magnetic field. With general blocks,
$$M=\begin{pmatrix}A&B\\C&D\end{pmatrix},\qquad MJ=\begin{pmatrix}-B&A\\-D&C\end{pmatrix},\qquad J\bar M=\begin{pmatrix}\bar C&\bar D\\-\bar A&-\bar B\end{pmatrix}.$$
The lower row gives $D=\bar A$ and $C=-\bar B$, and the upper row gives the conjugates of the same two equations. The condition therefore holds exactly when $M=\chi(A+B\mathrm j)$.

The forward half of `exists_chi_iff` computes `bar (chi Q)` in blocks and multiplies out. The backward half uses the condition `h` twice: `toBlocks₂₁` extracts the lower left block to give `hD`, `toBlocks₂₂` extracts the lower right block to give `hC`, and the preimage is `quatMat A B`.

```lean
/-- A complex `2n × 2n` matrix is the block matrix of a quaternion matrix exactly when
`M J = J conj M`. -/
theorem exists_chi_iff [Fintype n] [DecidableEq n] (M : Matrix (n ⊕ n) (n ⊕ n) ℂ) :
    (∃ Q, chi Q = M) ↔ M * Jmat n = Jmat n * bar M := by
  constructor
  · rintro ⟨Q, rfl⟩
    have hb : bar (chi Q)
        = fromBlocks (bar (blockA Q)) (bar (blockB Q)) (-blockB Q) (blockA Q) := by
      ext (i | i) (k | k) <;> simp [chi, bar]
    rw [hb]
    simp [chi, Jmat, fromBlocks_multiply]
  · intro h
    obtain ⟨A, B, C, D, rfl⟩ : ∃ A B C D, M = fromBlocks A B C D :=
      ⟨_, _, _, _, (fromBlocks_toBlocks M).symm⟩
    have hb : bar (fromBlocks A B C D) = fromBlocks (bar A) (bar B) (bar C) (bar D) := by
      ext (i | i) (k | k) <;> simp [bar]
    rw [hb] at h
    -- the lower blocks of the relation fix `D` and `C` in terms of `A` and `B`
    have hD : D = bar A := by
      simpa [Jmat, fromBlocks_multiply] using congrArg toBlocks₂₁ h
    have hC : C = -bar B := by
      simpa [Jmat, fromBlocks_multiply] using congrArg toBlocks₂₂ h
    exact ⟨quatMat A B, by rw [chi, decomposition.1, decomposition.2.1, hC, hD]⟩
```

For a single pair, the Zeeman-type matrix $\mathrm{diag}(1,-1)$ has $A=1$ and $D=-1\ne\bar A$. It is Hermitian and is not $\chi$ of any quaternion.

The theorem `complexRep_main` needs only finite $n$. It states that the real-algebra homomorphism sends $A+B\mathrm j$ to the block matrix above, is injective, satisfies $\chi(Q^\dagger)=\chi(Q)^\dagger$, and has as its range exactly $\{M: MJ=J\bar M\}$. Injectivity follows because the upper row of $\chi(Q)$ displays $A$ and $B$, which determine $Q$; this is the `calc` chain through `decomposition.2.2`. For the adjoint, substitute $A^\dagger$ and $-B^T$ into $\chi$ and compare with the block adjoint:
$$\chi(Q^\dagger)=\begin{pmatrix}A^\dagger&-B^T\\B^\dagger&A^T\end{pmatrix}=\chi(Q)^\dagger .$$
The proof rewrites with `blocks_conjTranspose` and compares entries in the four blocks. The range statement is `exists_chi_iff` applied to each $M$.

```lean
/-- The real-algebra homomorphism `complexRep` sends `A + B j` to `[[A, B], [-conj B, conj A]]`,
is injective, preserves the conjugate transpose, and has image `{M | M J = J conj M}`. -/
theorem complexRep_main [Fintype n] [DecidableEq n] :
    (∀ A B, complexRep n (quatMat A B) = fromBlocks A B (-bar B) (bar A)) ∧
    Function.Injective (complexRep n) ∧
    (∀ Q, complexRep n Qᴴ = (complexRep n Q)ᴴ) ∧
    Set.range (complexRep n) = {M | M * Jmat n = Jmat n * bar M} := by
  refine ⟨fun A B => ?_, fun P Q h => ?_, fun Q => ?_, ?_⟩
  · change chi (quatMat A B) = _
    rw [chi, decomposition.1, decomposition.2.1]
  · have h' : chi P = chi Q := h
    obtain ⟨hA, hB, -, -⟩ := fromBlocks_inj.mp h'
    calc P = quatMat (blockA P) (blockB P) := (decomposition.2.2 P).symm
      _ = quatMat (blockA Q) (blockB Q) := by rw [hA, hB]
      _ = Q := decomposition.2.2 Q
  · change chi Qᴴ = (chi Q)ᴴ
    simp only [chi, (blocks_conjTranspose Q).1, (blocks_conjTranspose Q).2]
    ext (i | i) (k | k) <;> simp [bar, conjTranspose_apply]
  · exact Set.ext fun M => exists_chi_iff M
```

## Hermiticity of $A$ and antisymmetry of $B$

Hermiticity is what makes the matrix represent an observable. Since the parts are unique, $Q^\dagger=Q$ reads $A^\dagger=A$ and $-B^T=B$. The theorem `hermitian_iff` is this equivalence. Forward, `h.eq` replaces $Q^\dagger$ by $Q$ in the adjoint rule `h1`, and the two conditions are read off. Backward, $Q^\dagger$ is rebuilt from its parts, and `hA` and `hB` turn them into $A$ and $B$. Antisymmetry forces $B_{ii}=0$, so a Hermitian, time-reversal-symmetric matrix does not couple a basis function to its own partner. For a single pair, $B=0$ and $Q$ is a real number.

```lean
/-- `A + B j` is Hermitian exactly when `A` is Hermitian and `B` is antisymmetric. -/
theorem hermitian_iff (A B : Matrix n n ℂ) :
    (quatMat A B).IsHermitian ↔ A.IsHermitian ∧ Bᵀ = -B := by
  have h1 := blocks_conjTranspose (quatMat A B)
  rw [decomposition.1, decomposition.2.1] at h1
  constructor
  · intro h
    rw [h.eq, decomposition.1, decomposition.2.1] at h1
    exact ⟨h1.1.symm, neg_eq_iff_eq_neg.mp h1.2.symm⟩
  · rintro ⟨hA, hB⟩
    calc (quatMat A B)ᴴ = quatMat (blockA (quatMat A B)ᴴ) (blockB (quatMat A B)ᴴ) :=
          (decomposition.2.2 _).symm
      _ = quatMat A B := by rw [h1.1, h1.2, hA.eq, hB, neg_neg]
```

For the quaternion $Q=\mathrm j$ the block $A=0$ is Hermitian, but $B=1$ is not antisymmetric. Here $\chi(Q)=J$ is anti-Hermitian, with eigenvalues $\pm\mathrm i$.

## A nonzero eigenvector and its partner

Let $M=\chi(Q)$ and let $E$ be complex. The theorem `kramers_partner` assumes `hv0`, that $v\neq0$ describes a state, and `hv`, that $Mv=Ev$ is an ordinary eigenvalue problem with no overlap matrix, as in an orthonormal basis. On vectors and scalars `star` is complex conjugation, and `hp` is the formula $J\bar v=(\bar y,-\bar x)$. The three conclusions use the assumptions separately.

If $J\bar v=0$ then $x=y=0$, which contradicts `hv0`; the proof reads the two halves from `congrFun h0`. This is the only use of `hv0`. For $v=0$ the partner vanishes, while `hv` holds for every $E$.

Orthogonality uses neither assumption:
$$v^\dagger J\bar v=\sum_i(\bar x_i\bar y_i-\bar y_i\bar x_i)=0 .$$
The product `⬝ᵥ` is bilinear, so `star v` on the left makes it the Hermitian inner product. The proof splits the sum over `n ⊕ n` and commutes the factors.

The eigenvalue equation uses `hv` and the commutation condition:
$$MJ\bar v=J\bar M\bar v=J\,\overline{Mv}=J\,\overline{Ev}=\bar E\,J\bar v .$$
The final `rw` follows this chain, with `exists_chi_iff` for the first equality, `hc` for the second and `hv` for the third. For $\mathrm{diag}(1,-1)$, where commutation fails, $v=(1,0)$ has $E=1$ and its partner $(0,-1)$ has eigenvalue $-1$.

```lean
/-- If `v ≠ 0` is an eigenvector of the block matrix of `Q` with eigenvalue `E`, its partner
`J conj v` is nonzero, orthogonal to `v`, and an eigenvector with eigenvalue `conj E`. -/
theorem kramers_partner [Fintype n] [DecidableEq n] (Q : Matrix n n ℍ[ℝ])
    (v : n ⊕ n → ℂ) (E : ℂ) (hv0 : v ≠ 0)
    (hv : chi Q *ᵥ v = E • v) :
    Jmat n *ᵥ star v ≠ 0 ∧ star v ⬝ᵥ (Jmat n *ᵥ star v) = 0 ∧
    chi Q *ᵥ (Jmat n *ᵥ star v) = star E • (Jmat n *ᵥ star v) := by
  have hp : Jmat n *ᵥ star v
      = Sum.elim (fun i => star (v (Sum.inr i))) (fun i => -star (v (Sum.inl i))) := by
    ext (i | i) <;> simp [Jmat, fromBlocks_mulVec, neg_mulVec]
  refine ⟨fun h0 => hv0 ?_, ?_, ?_⟩
  · rw [hp] at h0
    ext (i | i)
    · simpa using congrFun h0 (Sum.inr i)
    · simpa using congrFun h0 (Sum.inl i)
  · rw [hp]
    simp [dotProduct, Fintype.sum_sum_type, mul_comm]
  · have hc : bar (chi Q) *ᵥ star v = star (chi Q *ᵥ v) := by
      ext i
      simp [bar, mulVec, dotProduct]
    -- move `J` through `M` with `M J = J conj M`
    rw [Matrix.mulVec_mulVec, (exists_chi_iff _).mp ⟨Q, rfl⟩, ← Matrix.mulVec_mulVec, hc, hv,
      StarModule.star_smul, Matrix.mulVec_smul]

end

end QuaternionKramersMatrices
```

```lean
#print axioms QuaternionKramersMatrices.exists_chi_iff
#print axioms QuaternionKramersMatrices.complexRep_main
#print axioms QuaternionKramersMatrices.hermitian_iff
#print axioms QuaternionKramersMatrices.kramers_partner
```

```
'QuaternionKramersMatrices.exists_chi_iff' depends on axioms: [propext, Classical.choice, Quot.sound]
'QuaternionKramersMatrices.complexRep_main' depends on axioms: [propext, Classical.choice, Quot.sound]
'QuaternionKramersMatrices.hermitian_iff' depends on axioms: [propext, Classical.choice, Quot.sound]
'QuaternionKramersMatrices.kramers_partner' depends on axioms: [propext, Classical.choice, Quot.sound]
```

No Hermiticity is assumed, so the partner's eigenvalue is $\bar E$, and the statement is not yet Kramers degeneracy. For $Q=\mathrm j$, the vector $(1,\mathrm i)/\sqrt2$ has $E=\mathrm i$ and its partner $(-\mathrm i,-1)/\sqrt2$ has eigenvalue $-\mathrm i$. For Hermitian $Q$ the matrix $\chi(Q)$ is Hermitian by the adjoint property, $E$ is real, and $v$ and $J\bar v$ would be two orthogonal eigenvectors at one energy. That last inference, the counterexamples and the numbers below accompany the theorems and are not among their statements.

## Two pairs with a doubly degenerate level at $E=5$

Take labels $0,1$ and
$$A=\begin{pmatrix}3&0\\0&-3\end{pmatrix},\qquad B=\begin{pmatrix}0&4\mathrm i\\-4\mathrm i&0\end{pmatrix},\qquad Q=A+B\mathrm j=\begin{pmatrix}3&4\mathrm k\\-4\mathrm k&-3\end{pmatrix}.$$
Here $A$ is Hermitian and $B^T=-B$, and directly $(4\mathrm k)^*=-4\mathrm k$, so $Q^\dagger=Q$. With $-\bar B=B$ and $\bar A=A$, in the order $(x_0,x_1,y_0,y_1)$,
$$\chi(Q)=\begin{pmatrix}3&0&0&4\mathrm i\\0&-3&-4\mathrm i&0\\0&4\mathrm i&3&0\\-4\mathrm i&0&0&-3\end{pmatrix}.$$
For $v=(2,0,0,-\mathrm i)$ the first row gives $6+4=10$, the last gives $-8\mathrm i+3\mathrm i=-5\mathrm i$ and the middle rows give zero, so $E=5$. The partner is $(\bar y,-\bar x)=(0,\mathrm i,-2,0)$. The second row gives $-3\mathrm i+8\mathrm i=5\mathrm i$, the third gives $-4-6=-10$ and the outer rows give zero, so its eigenvalue is again $5$. Both vectors have squared norm $5$, and the normalised pair is $(2,0,0,-\mathrm i)/\sqrt5$ and $(0,\mathrm i,-2,0)/\sqrt5$.
